# Plain SCF from empty orbitals under a continuous order-reversing map: two limits enclose every self-consistent solution

Let $\iota$ be the set of orbitals. An occupation vector is a function $x:\iota\to\mathbb R$, and it is admissible if every orbital holds between 0 and 1 electron. The admissible vectors form the box $[0,1]^\iota$. Inequalities between vectors are meant orbital by orbital: $x\le y$ says that no orbital holds more in $x$ than in $y$. Two vectors need not be comparable. The vectors $0$ and $1$ have all orbitals empty and all orbitals full.

```lean
import Mathlib

open Filter Topology

namespace RepulsiveSCF

variable {ι : Type*}
```

In Lean the box is `Occ ι`, the order interval from 0 to 1 in `ι → ℝ`. The set $\iota$ may be finite or infinite.

```lean
/-- The box of admissible occupations: every orbital holds between 0 and 1 electron. -/
abbrev Occ (ι : Type*) : Set (ι → ℝ) := Set.Icc 0 1
```

An SCF map $F$ takes input occupations, builds the mean field they generate, and returns the occupations of the levels in that field. It is called repulsive here if it maps the box to itself and if, for admissible $x$ and $y$,

$$x\le y\quad\Longrightarrow\quad F(y)\le F(x).$$

This condition stands for a mean field in which added charge pushes levels up, so that no orbital fills further in response. It is assumed of $F$ and not derived from a Hamiltonian. It suits levels filled at a fixed chemical potential. With finitely many orbitals and a fixed electron number, the condition would force $F$ to be constant on the box, because two comparable vectors with the same total are equal. The model also follows occupations only, with no change of orbital shape.

```lean
/-- A repulsive SCF map sends admissible occupations to admissible occupations, and raising the
input occupations within the box never raises any output occupation. -/
structure Repulsive (F : (ι → ℝ) → (ι → ℝ)) : Prop where
  mapsTo : ∀ x ∈ Occ ι, F x ∈ Occ ι
  antitone : AntitoneOn F (Occ ι)
```

The structure `Repulsive F` holds these two properties. Although $F$ is defined on all real vectors, nothing is required of it outside the box. Continuity is a separate hypothesis, introduced where it is used.

Plain iteration feeds each output back as the next input, without mixing:

$$x_0=0,\qquad x_{k+1}=F(x_k).$$

The Lean name for $x_k$ is `scf F k`. A self-consistent solution is an admissible $x$ with $F(x)=x$.

```lean
/-- Plain SCF iteration without mixing, started from empty orbitals. -/
def scf (F : (ι → ℝ) → (ι → ℝ)) : ℕ → (ι → ℝ)
  | 0 => 0
  | k + 1 => F (scf F k)
```

## (a) Admissibility of the iterates

**Task.** Let $F$ be repulsive. Show that for every $k$

$$0\le x_k\le 1.$$

**Solution.** The start $x_0=0$ is in the box. If $x_k$ is in the box, then so is $x_{k+1}=F(x_k)$, because $F$ maps the box to itself. Induction on $k$ gives the claim, and the two cases of the Lean proof are these two sentences.

```lean
/-- For a repulsive map all plain iterates are admissible occupations. -/
theorem scf_mem {F : (ι → ℝ) → (ι → ℝ)} (hF : Repulsive F) (k : ℕ) :
    scf F k ∈ Occ ι := by
  induction k with
  | zero => exact ⟨le_rfl, fun i => by simp [scf]⟩
  | succ k ih => exact hF.mapsTo _ ih
```

## (b) One step reverses the order

**Task.** Let $F$ be repulsive and let $x_i\le x_j$ for two iteration numbers $i$ and $j$. Show that

$$x_{j+1}\le x_{i+1}.$$

**Solution.** By (a) both iterates are admissible, so order reversal applies to them and gives $F(x_j)\le F(x_i)$. By the definition of the iteration, this is the claim. The Lean proof is the same single application of `hF.antitone`.

```lean
/-- For a repulsive map one SCF step reverses the order of any two iterates. -/
theorem scf_step {F : (ι → ℝ) → (ι → ℝ)} (hF : Repulsive F) (i j : ℕ)
    (h : scf F i ≤ scf F j) : scf F (j + 1) ≤ scf F (i + 1) :=
  hF.antitone (scf_mem hF i) (scf_mem hF j) h
```

## (c) Even iterates rise, odd iterates fall

**Task.** Let $F$ be repulsive. Show that for every $k$

$$x_{2k}\le x_{2k+2},\qquad x_{2k+3}\le x_{2k+1},\qquad x_{2k}\le x_{2k+1}.$$

**Solution.** The first and third inequalities are proved together by induction. For $k=0$ the left-hand sides are $x_0=0$, which lies below every admissible vector.

For the step, use (b) twice on each inequality:

$$x_{2k}\le x_{2k+2}\ \Rightarrow\ x_{2k+3}\le x_{2k+1}\ \Rightarrow\ x_{2k+2}\le x_{2k+4},$$

$$x_{2k}\le x_{2k+1}\ \Rightarrow\ x_{2k+2}\le x_{2k+1}\ \Rightarrow\ x_{2k+2}\le x_{2k+3}.$$

The right-hand ends are the two inequalities for $k+1$. The second inequality of the task is the middle of the first chain.

In Lean the joint induction is `key`, and the nested calls of `scf_step` are the double use of (b). The statement speaks of whole subsequences, `Monotone` for the even and `Antitone` for the odd one. Two library lemmas obtain this from the inequalities between neighbours.

```lean
/-- For a repulsive map the even iterates increase, the odd iterates decrease, and each even
iterate lies below the odd iterate that follows it. -/
theorem scf_alternating {F : (ι → ℝ) → (ι → ℝ)} (hF : Repulsive F) :
    Monotone (fun k => scf F (2 * k)) ∧ Antitone (fun k => scf F (2 * k + 1)) ∧
      ∀ k, scf F (2 * k) ≤ scf F (2 * k + 1) := by
  have key : ∀ k, scf F (2 * k) ≤ scf F (2 * k + 2) ∧
      scf F (2 * k) ≤ scf F (2 * k + 1) := by
    intro k
    induction k with
    | zero => exact ⟨(scf_mem hF 2).1, (scf_mem hF 1).1⟩
    | succ k ih =>
      have e : 2 * (k + 1) = 2 * k + 2 := by ring
      rw [e]
      -- two steps restore the order of the iterates
      exact ⟨scf_step hF _ _ (scf_step hF _ _ ih.1),
        scf_step hF _ _ (scf_step hF _ _ ih.2)⟩
  exact ⟨monotone_nat_of_le_succ fun k => (key k).1,
    antitone_nat_of_succ_le fun k => scf_step hF _ _ (key k).1, fun k => (key k).2⟩
```

## (d) Two-cycles are trapped between the iterates

**Task.** Let $F$ be repulsive, and let $p$ and $q$ be admissible with $F(p)=q$ and $F(q)=p$. Show that for every $k$

$$x_{2k}\le p\le x_{2k+1},\qquad x_{2k}\le q\le x_{2k+1}.$$

**Solution.** Suppose that some iterate $x_m$ lies below both $p$ and $q$. Applying $F$ gives

$$q=F(p)\le F(x_m)=x_{m+1},\qquad p=F(q)\le F(x_m)=x_{m+1},$$

so the next iterate lies above both. This is the step `up` in Lean.

The lower bounds follow by induction, which is the step `low`. For $k=0$ they read $0\le p$ and $0\le q$. If $x_{2k}$ lies below both members, then $x_{2k+1}$ lies above both, and applying $F$ once more gives

$$x_{2k+2}=F(x_{2k+1})\le F(p)=q,\qquad x_{2k+2}=F(x_{2k+1})\le F(q)=p.$$

One last use of `up` turns the lower bounds at $2k$ into the upper bounds at $2k+1$.

The members $p$ and $q$ may be equal. In that case $p$ is a self-consistent solution, and the result encloses it.

```lean
/-- If a repulsive map exchanges two admissible occupations `p` and `q`, both lie between
each even iterate and the odd iterate that follows it. -/
theorem cycle_enclosed {F : (ι → ℝ) → (ι → ℝ)} (hF : Repulsive F) {p q : ι → ℝ}
    (hp : p ∈ Occ ι) (hq : q ∈ Occ ι) (hpq : F p = q) (hqp : F q = p) (k : ℕ) :
    (scf F (2 * k) ≤ p ∧ p ≤ scf F (2 * k + 1)) ∧
      (scf F (2 * k) ≤ q ∧ q ≤ scf F (2 * k + 1)) := by
  -- a lower bound on both members becomes an upper bound on both
  have up : ∀ m, scf F m ≤ p → scf F m ≤ q →
      p ≤ scf F (m + 1) ∧ q ≤ scf F (m + 1) := by
    intro m h1 h2
    have h3 := hF.antitone (scf_mem hF m) hp h1
    have h4 := hF.antitone (scf_mem hF m) hq h2
    rw [hpq] at h3
    rw [hqp] at h4
    exact ⟨h4, h3⟩
  have low : ∀ k, scf F (2 * k) ≤ p ∧ scf F (2 * k) ≤ q := by
    intro k
    induction k with
    | zero => exact ⟨hp.1, hq.1⟩
    | succ k ih =>
      obtain ⟨h1, h2⟩ := up _ ih.1 ih.2
      have h3 := hF.antitone hp (scf_mem hF _) h1
      have h4 := hF.antitone hq (scf_mem hF _) h2
      rw [hpq] at h3
      rw [hqp] at h4
      exact ⟨h4, h3⟩
  obtain ⟨h1, h2⟩ := low k
  obtain ⟨h3, h4⟩ := up _ h1 h2
  exact ⟨⟨h1, h3⟩, ⟨h2, h4⟩⟩
```

## (e) The two limits

**Task.** Let $F$ be repulsive and continuous on the box. Show that there are admissible $a$ and $b$ such that $x_{2k}$ increases to $a$, $x_{2k+1}$ decreases to $b$, and

$$a\le b,\qquad F(a)=b,\qquad F(b)=a.$$

Show further that every self-consistent solution $x$ satisfies $a\le x\le b$, and that if $a=b$ then $a$ is the only self-consistent solution.

**Solution.** Fix an orbital $i$. By (c) and (a), the numbers $x_{2k}(i)$ increase with $k$ and are at most 1, so they converge to their supremum $a(i)$. The numbers $x_{2k+1}(i)$ decrease and are at least 0, so they converge to their infimum $b(i)$. The box is closed, so $a$ and $b$ are admissible. Taking the limit in $x_{2k}\le x_{2k+1}$ gives $a\le b$.

By continuity,

$$F(a)=\lim_k F(x_{2k})=\lim_k x_{2k+1}=b,\qquad F(b)=\lim_k F(x_{2k+1})=\lim_k x_{2k+2}=a.$$

If $F(x)=x$, then (d) with $p=q=x$ gives $x_{2k}\le x\le x_{2k+1}$ for all $k$, and in the limit $a\le x\le b$. If in addition $a=b$, then $x=a$. Conversely, $a=b$ gives $F(a)=b=a$, so $a$ is indeed a solution.

In the Lean statement `Tendsto … (𝓝 a)` is convergence in each orbital, and `ContinuousOn` is continuity relative to the box in the same sense. The last clause is an equivalence, `F x = x ↔ x = a`, so it contains existence as well as uniqueness. When $a\ne b$, the theorem locates the solutions but does not say that there is one.

The proof follows the solution. The suprema and infima are written `⨆` and `⨅`, `hFa` and `hFb` are the two continuity arguments, resting on uniqueness of limits, and `henc` is the enclosure.

```lean
/-- For a continuous repulsive map the even iterates increase to `a` and the odd iterates
decrease to `b`, with `a ≤ b`, `F a = b` and `F b = a`. Every self-consistent solution lies
between `a` and `b`, and if `a = b` this is the only one. -/
theorem scf_bracket {F : (ι → ℝ) → (ι → ℝ)} (hF : Repulsive F)
    (hc : ContinuousOn F (Occ ι)) :
    ∃ a ∈ Occ ι, ∃ b ∈ Occ ι,
      (Monotone (fun k => scf F (2 * k)) ∧
        Tendsto (fun k => scf F (2 * k)) atTop (𝓝 a)) ∧
      (Antitone (fun k => scf F (2 * k + 1)) ∧
        Tendsto (fun k => scf F (2 * k + 1)) atTop (𝓝 b)) ∧
      a ≤ b ∧ F a = b ∧ F b = a ∧
      (∀ x ∈ Occ ι, F x = x → a ≤ x ∧ x ≤ b) ∧
      (a = b → ∀ x ∈ Occ ι, F x = x ↔ x = a) := by
  obtain ⟨hmono, hanti, hle⟩ := scf_alternating hF
  -- bounded monotone sequences converge in each component
  obtain ⟨a, ha⟩ : ∃ a, Tendsto (fun k => scf F (2 * k)) atTop (𝓝 a) := by
    refine ⟨fun i => ⨆ k, scf F (2 * k) i, tendsto_pi_nhds.2 fun i =>
      tendsto_atTop_ciSup (fun m n h => hmono h i) ⟨1, ?_⟩⟩
    rintro _ ⟨k, rfl⟩
    exact (scf_mem hF (2 * k)).2 i
  obtain ⟨b, hb⟩ : ∃ b, Tendsto (fun k => scf F (2 * k + 1)) atTop (𝓝 b) := by
    refine ⟨fun i => ⨅ k, scf F (2 * k + 1) i, tendsto_pi_nhds.2 fun i =>
      tendsto_atTop_ciInf (fun m n h => hanti h i) ⟨0, ?_⟩⟩
    rintro _ ⟨k, rfl⟩
    exact (scf_mem hF (2 * k + 1)).1 i
  have ha' : a ∈ Occ ι :=
    isClosed_Icc.mem_of_tendsto ha (Eventually.of_forall fun k => scf_mem hF _)
  have hb' : b ∈ Occ ι :=
    isClosed_Icc.mem_of_tendsto hb (Eventually.of_forall fun k => scf_mem hF _)
  -- continuity carries the limits through one SCF step
  have hFa : F a = b := by
    have h : Tendsto (fun k => F (scf F (2 * k))) atTop (𝓝 (F a)) :=
      (hc a ha').tendsto.comp
        (tendsto_nhdsWithin_iff.2 ⟨ha, Eventually.of_forall fun k => scf_mem hF _⟩)
    exact tendsto_nhds_unique h hb
  have hFb : F b = a := by
    have h : Tendsto (fun k => F (scf F (2 * k + 1))) atTop (𝓝 (F b)) :=
      (hc b hb').tendsto.comp
        (tendsto_nhdsWithin_iff.2 ⟨hb, Eventually.of_forall fun k => scf_mem hF _⟩)
    exact tendsto_nhds_unique h (ha.comp (tendsto_add_atTop_nat 1))
  have henc : ∀ x ∈ Occ ι, F x = x → a ≤ x ∧ x ≤ b := fun x hx h =>
    ⟨le_of_tendsto' ha fun k => (cycle_enclosed hF hx hx h h k).1.1,
      ge_of_tendsto' hb fun k => (cycle_enclosed hF hx hx h h k).1.2⟩
  refine ⟨a, ha', b, hb', ⟨hmono, ha⟩, ⟨hanti, hb⟩, le_of_tendsto_of_tendsto' ha hb hle,
    hFa, hFb, henc, fun hab x hx => ⟨fun h => ?_, fun h => ?_⟩⟩
  · obtain ⟨h1, h2⟩ := henc x hx h
    exact le_antisymm (h2.trans hab.ge) h1
  · rw [h, hFa, hab]
```

## (f) When the whole iteration converges

**Task.** Let $F$ be repulsive and continuous on the box. Show that the full sequence $x_k$ converges if and only if, for every admissible $p$,

$$F(F(p))=p\quad\Longrightarrow\quad F(p)=p.$$

**Solution.** Suppose $x_k\to x$, and let $p$ be admissible with $F(F(p))=p$. Then $p$ and $q=F(p)$ are exchanged by $F$, and (d) places both between $x_{2k}$ and $x_{2k+1}$. Both bounds tend to $x$, so $p=x=F(p)$. This direction makes no use of continuity.

For the other direction, take $a$ and $b$ from (e). Since $F(F(a))=F(b)=a$, the condition gives $F(a)=a$, and therefore $b=a$. The even and the odd iterates now have the same limit. Given a neighbourhood $s$ of $a$, choose $M$ and $N$ such that $x_{2k}\in s$ for $k\ge M$ and $x_{2k+1}\in s$ for $k\ge N$. Then $x_n\in s$ for all $n\ge 2(M+N)$. The Lean proof uses the same bound and splits $n$ into even and odd.

For electronic-structure calculations this means that, in a continuous repulsive occupation model without mixing, an SCF run started from empty orbitals can fail to converge only if the map has a genuine two-cycle, that is, two different admissible occupations that it exchanges. In a run that fails, the iterates approach the limits $a$ and $b$ of (e) in turn. Since $a\le b$ and $a\ne b$, the orbitals that change fill together and empty together. This differs from charge sloshing at a fixed electron number, where charge moves back and forth between regions. The theorem concerns this one starting point.

```lean
/-- For a continuous repulsive map, plain SCF from empty orbitals converges exactly when every
admissible occupation that returns after two steps is already self-consistent. -/
theorem scf_converges_iff {F : (ι → ℝ) → (ι → ℝ)} (hF : Repulsive F)
    (hc : ContinuousOn F (Occ ι)) :
    (∃ x, Tendsto (scf F) atTop (𝓝 x)) ↔ ∀ p ∈ Occ ι, F (F p) = p → F p = p := by
  constructor
  · rintro ⟨x, hx⟩ p hp h
    have he : Tendsto (fun k => scf F (2 * k)) atTop (𝓝 x) :=
      hx.comp (tendsto_atTop_mono (fun k => by show k ≤ 2 * k; omega) tendsto_id)
    have ho : Tendsto (fun k => scf F (2 * k + 1)) atTop (𝓝 x) :=
      hx.comp (tendsto_atTop_mono (fun k => by show k ≤ 2 * k + 1; omega) tendsto_id)
    -- the bracket closes on `x`, so both members of the cycle equal `x`
    have enc := cycle_enclosed hF hp (hF.mapsTo p hp) rfl h
    have h1 : p = x := le_antisymm (ge_of_tendsto' ho fun k => (enc k).1.2)
      (le_of_tendsto' he fun k => (enc k).1.1)
    have h2 : F p = x := le_antisymm (ge_of_tendsto' ho fun k => (enc k).2.2)
      (le_of_tendsto' he fun k => (enc k).2.1)
    exact h2.trans h1.symm
  · intro h
    obtain ⟨a, ha, b, -, ⟨-, he⟩, ⟨-, ho⟩, -, hab, hba, -⟩ := scf_bracket hF hc
    have hfix : F a = a := h a ha (by rw [hab, hba])
    have hb : b = a := hab.symm.trans hfix
    rw [hb] at ho
    -- even and odd iterates share the limit `a`
    refine ⟨a, fun s hs => ?_⟩
    obtain ⟨M, hM⟩ := eventually_atTop.1 (he.eventually_mem hs)
    obtain ⟨N, hN⟩ := eventually_atTop.1 (ho.eventually_mem hs)
    rw [mem_map, mem_atTop_sets]
    refine ⟨2 * (M + N), fun n hn => ?_⟩
    rcases Nat.even_or_odd' n with ⟨k, rfl | rfl⟩
    · exact hM k (by omega)
    · exact hN k (by omega)
```

## (g) One solution, no convergence

**Task.** Let there be at least one orbital, and let $F(x)=1-x$. Show that $F$ is repulsive and continuous, that

$$1-x=x\quad\Longleftrightarrow\quad x(i)=\tfrac12\ \text{ for every orbital } i,$$

and that plain iteration from empty orbitals does not converge.

**Solution.** If $0\le x\le 1$, then $0\le 1-x\le 1$, and $x\le y$ gives $1-y\le 1-x$. The map is continuous. In each orbital $1-x(i)=x(i)$ means $x(i)=\tfrac12$, so half filling is the only solution. The iterates, however, are $0,1,0,1,\dots$, and these do not converge.

In terms of (e), $a=0$ and $b=1$. A unique self-consistent solution therefore does not force $a=b$, although $a=b$ forces uniqueness.

Lean obtains the failure from (f) with $p=0$: $F(F(0))=0$, so convergence would require $F(0)=0$, whereas $F(0)=1$. The contradiction is read off in one orbital, which is where `[Nonempty ι]` enters. The equivalence for half filling is proved for all real vectors, not only for admissible ones.

```lean
/-- The map `x ↦ 1 - x` is continuous and repulsive and has half filling as its only
self-consistent solution, yet plain SCF from empty orbitals does not converge, for any
non-empty set of orbitals. -/
theorem unique_but_not_convergent [Nonempty ι] :
    Repulsive (fun x : ι → ℝ => 1 - x) ∧
      ContinuousOn (fun x : ι → ℝ => 1 - x) (Occ ι) ∧
      (∀ x : ι → ℝ, 1 - x = x ↔ x = fun _ => 1 / 2) ∧
      ¬ ∃ x, Tendsto (scf (fun x : ι → ℝ => 1 - x)) atTop (𝓝 x) := by
  have hF : Repulsive (fun x : ι → ℝ => 1 - x) :=
    ⟨fun x hx => ⟨sub_nonneg.2 hx.2, sub_le_self _ hx.1⟩,
      fun x _ y _ h => sub_le_sub_left h 1⟩
  have hc : ContinuousOn (fun x : ι → ℝ => 1 - x) (Occ ι) :=
    (continuous_const.sub continuous_id).continuousOn
  refine ⟨hF, hc, fun x => ⟨fun h => ?_, fun h => ?_⟩, fun hconv => ?_⟩
  · funext i
    have hi := congrFun h i
    simp only [Pi.sub_apply, Pi.one_apply] at hi
    linarith
  · subst h
    funext i
    simp only [Pi.sub_apply, Pi.one_apply]
    norm_num
  · -- empty and full orbitals form a two-cycle
    have h := (scf_converges_iff hF hc).1 hconv 0 (scf_mem hF 0) (by simp)
    have hi := congrFun h (Classical.arbitrary ι)
    simp at hi

end RepulsiveSCF
```

```lean
#print axioms RepulsiveSCF.scf_converges_iff
#print axioms RepulsiveSCF.unique_but_not_convergent
```

```
'RepulsiveSCF.scf_converges_iff' depends on axioms: [propext, Classical.choice, Quot.sound]
'RepulsiveSCF.unique_but_not_convergent' depends on axioms: [propext, Classical.choice, Quot.sound]
```
